# In the hydrogen ground state, the charge outside a density isosurface vanishes more slowly than the cutoff

Suppose a hydrogen atom is bounded by the surface on which its electron density equals 0.001 electrons per cubic bohr. If the charge left outside is assumed to be about 0.001 of an electron as well, it is badly underestimated: about 0.073 of the electron lies outside. If it is assumed to shrink in proportion to the cutoff, the next estimate fails too, because a cutoff ten times smaller reduces the outer charge only by a factor of about 5.6.

The correct relation can be written in closed form. In atomic units, let ρ(x) = exp(−2‖x‖)/π be the density at position x, c the cutoff, and Q(c) the charge in the region where ρ < c. For 0 < c < 1/π,

Q(c) = πc(1 − L + L²/2), with L = ln(πc).

As c decreases to zero, Q(c) tends to zero, Q(c)/c tends to infinity, and Q(c)/(cL²) tends to π/2. In electronic structure, this tells us how much charge a density-isosurface definition of atomic size leaves out, for an isolated hydrogen atom with its exact nonrelativistic density.

## The density is exp(−2r)/π in all of space

This is the ground-state density of hydrogen in atomic units, with a fixed point nucleus at the origin. Lengths are in bohr, the 2 in the exponent comes from squaring the orbital exp(−r)/√π, and the factor 1/π normalises the density to one electron. The density is taken as given; it is not derived from the Schrödinger equation.

```lean
import Mathlib

open MeasureTheory Filter
open scoped Real Topology

namespace HydrogenIsosurfaceCharge

noncomputable section

/-- Three-dimensional Euclidean space, with the nucleus at the origin. -/
abbrev Space := EuclideanSpace ℝ (Fin 3)

/-- The ground-state electron density of the hydrogen atom in atomic units. -/
def density (x : Space) : ℝ := Real.exp (-2 * ‖x‖) / π

/-- The electronic charge in the region where the density is below the cutoff `c`. -/
def outerCharge (c : ℝ) : ℝ := ∫ x in {x : Space | density x < c}, density x
```

`Space` is three-dimensional Euclidean space and `‖x‖` is the distance r from the nucleus. `outerCharge c` is Q(c), a volume integral over the set where the density is below `c`. Charge is counted as a positive number of electrons. No radius enters the definition, so the spherical shape of the region has to be proved.

By hand, the form of the density is used first in the radial integral. Take

F(r) = −exp(−2r)(1 + 2r + 2r²)/4.

The product rule gives

F′(r) = −exp(−2r)(−2 − 4r − 4r² + 2 + 4r)/4 = r² exp(−2r).

Since F(r) tends to zero at infinity, the integral of r² exp(−2r) from R to infinity is

−F(R) = exp(−2R)(1 + 2R + 2R²)/4.

The vanishing of F is proved first, in the variable t = 2r. Each of exp(−t), t exp(−t) and t² exp(−t) tends to zero, and `tail_tendsto_zero` adds the three limits with weights 1, 1 and 1/2.

```lean
/-- An exponential times the quadratic polynomial `1 + t + t²/2` dies out at large `t`. -/
theorem tail_tendsto_zero :
    Tendsto (fun t : ℝ => Real.exp (-t) * (1 + t + t ^ 2 / 2)) atTop (𝓝 0) := by
  have h0 := Real.tendsto_pow_mul_exp_neg_atTop_nhds_zero 0
  have h1 := Real.tendsto_pow_mul_exp_neg_atTop_nhds_zero 1
  have h2 := Real.tendsto_pow_mul_exp_neg_atTop_nhds_zero 2
  have h := (h0.add h1).add (h2.const_mul (1 / 2))
  rw [mul_zero, add_zero, add_zero] at h
  refine h.congr fun t => ?_
  ring
```

In `radial_tail`, `hd` is the derivative computed above and `hlim` is the limit of F. Because the integrand is nonnegative, these two facts also give its integrability, and the improper integral follows.

```lean
/-- The radial integral of `r² exp(-2r)` from `R` to infinity in closed form. -/
theorem radial_tail (R : ℝ) :
    ∫ r in Set.Ioi R, r ^ 2 * Real.exp (-2 * r) =
      Real.exp (-2 * R) * (1 + 2 * R + 2 * R ^ 2) / 4 := by
  -- an explicit antiderivative that vanishes at infinity
  have hd : ∀ r ∈ Set.Ici R, HasDerivAt
      (fun r : ℝ => Real.exp (-2 * r) * (1 + 2 * r + 2 * r ^ 2) * (-1 / 4))
      (r ^ 2 * Real.exp (-2 * r)) r := by
    intro r _
    have he : HasDerivAt (fun r : ℝ => Real.exp (-2 * r)) (Real.exp (-2 * r) * (-2 * 1)) r :=
      ((hasDerivAt_id' r).const_mul (-2)).exp
    have hp : HasDerivAt (fun r : ℝ => 1 + 2 * r + 2 * r ^ 2) (2 * 1 + 2 * (2 * r)) r := by
      have hsq : HasDerivAt (fun r : ℝ => r ^ 2) (2 * r) r := by
        simpa using hasDerivAt_pow 2 r
      exact (((hasDerivAt_id' r).const_mul 2).const_add 1).fun_add (hsq.const_mul 2)
    refine ((he.fun_mul hp).mul_const (-1 / 4)).congr_deriv ?_
    ring
  have hlim : Tendsto
      (fun r : ℝ => Real.exp (-2 * r) * (1 + 2 * r + 2 * r ^ 2) * (-1 / 4)) atTop (𝓝 0) := by
    have h2 : Tendsto (fun r : ℝ => 2 * r) atTop atTop :=
      tendsto_id.const_mul_atTop (by norm_num)
    have h := (tail_tendsto_zero.comp h2).mul_const (-1 / 4)
    rw [zero_mul] at h
    refine h.congr fun r => ?_
    simp only [Function.comp_apply]
    rw [show -(2 * r) = -2 * r by ring]
    ring
  rw [integral_Ioi_of_hasDerivAt_of_nonneg' hd (fun r _ => by positivity) hlim]
  ring
```

With a different density the conclusion can change completely. If the electron were spread uniformly over a ball, every positive cutoff below that uniform value would leave no charge outside, and the ratio of outer charge to cutoff would tend to zero.

## The sphere has a radius R ≥ 0

Physically, R is the distance from the nucleus beyond which charge is counted. A shell of radius r and thickness dr has volume 4πr² dr, so the charge outside the sphere is

∫ from R to ∞ of 4πr² · exp(−2r)/π dr = 4 · exp(−2R)(1 + 2R + 2R²)/4 = exp(−2R)(1 + 2R + 2R²).

At R = 0 this equals 1, the whole electron. The sign of R matters because shells exist only for r ≥ 0: the radial integral may start at R only if R is not negative.

```lean
/-- The charge of the hydrogen atom outside a sphere of radius `R ≥ 0` about the nucleus. -/
theorem charge_outside_sphere {R : ℝ} (hR : 0 ≤ R) :
    ∫ x in {x : Space | R < ‖x‖}, density x =
      Real.exp (-2 * R) * (1 + 2 * R + 2 * R ^ 2) := by
  have hball : (volume : Measure Space).real (Metric.ball 0 1) = π * 4 / 3 := by
    rw [Measure.real, EuclideanSpace.volume_ball_fin_three, ENNReal.ofReal_one, one_pow,
      one_mul, ENNReal.toReal_ofReal (by positivity)]
  have hmeas : MeasurableSet {x : Space | R < ‖x‖} :=
    measurableSet_lt measurable_const measurable_norm
  -- the integrand depends on the distance from the nucleus only
  have h1 : ∫ x in {x : Space | R < ‖x‖}, density x =
      ∫ x : Space, (Set.Ioi R).indicator (fun r => Real.exp (-2 * r) / π) ‖x‖ := by
    rw [← integral_indicator hmeas]
    refine integral_congr_ae (.of_forall fun x => ?_)
    by_cases h : R < ‖x‖ <;> simp [Set.indicator, density, h]
  have h2 : ∫ y in Set.Ioi (0 : ℝ), y ^ (3 - 1) •
      (Set.Ioi R).indicator (fun r => Real.exp (-2 * r) / π) y =
      π⁻¹ * (Real.exp (-2 * R) * (1 + 2 * R + 2 * R ^ 2) / 4) := by
    calc _ = ∫ y in Set.Ioi (0 : ℝ),
          (Set.Ioi R).indicator (fun r => π⁻¹ * (r ^ 2 * Real.exp (-2 * r))) y := by
          refine integral_congr_ae (.of_forall fun y => ?_)
          by_cases h : y ∈ Set.Ioi R
          · simp only [Set.indicator_of_mem h, smul_eq_mul, Nat.reduceSub]
            ring
          · simp only [Set.indicator_of_notMem h, smul_zero]
      _ = ∫ y in Set.Ioi R, π⁻¹ * (y ^ 2 * Real.exp (-2 * y)) := by
          rw [setIntegral_indicator measurableSet_Ioi,
            Set.inter_eq_self_of_subset_right (Set.Ioi_subset_Ioi hR)]
      _ = _ := by rw [integral_const_mul, radial_tail]
  -- integrate in spherical shells
  rw [h1, integral_fun_norm_addHaar volume
    ((Set.Ioi R).indicator (fun r => Real.exp (-2 * r) / π)), hball,
    finrank_euclideanSpace_fin, h2, nsmul_eq_mul, smul_eq_mul]
  push_cast
  linear_combination (Real.exp (-2 * R) * (1 + 2 * R + 2 * R ^ 2)) *
    mul_inv_cancel₀ Real.pi_ne_zero
```

The lemma first rewrites the integral as one over all of space, with an integrand that depends on `‖x‖` alone and is zero up to R (`h1`). The theorem `integral_fun_norm_addHaar` then reduces it to a radial integral, with a prefactor equal to the dimension times the volume of the unit ball. Here that is 3 · 4π/3 = 4π, the familiar shell factor. The hypothesis `hR` is used in `h2`, where the part of the half-line r > 0 with r > R is identified with r > R itself.

For a negative R the condition R < ‖x‖ holds everywhere, so the charge is 1, whereas the formula gives, for example, e² at R = −1.

## The cutoff is positive: c > 0

The density is positive everywhere, so only a positive cutoff can have an isosurface. By hand, positivity is what permits taking the logarithm:

exp(−2r)/π < c
exp(−2r) < πc
−2r < ln(πc)
r > −ln(πc)/2.

Each line is equivalent to the one before. The region of low density is therefore the exterior of a sphere, provided that the number on the right is not negative.

```lean
/-- For a positive cutoff `c`, the density is below `c` exactly at distances from the nucleus
greater than `-ln(πc)/2`. -/
theorem density_lt_iff {c : ℝ} (hc : 0 < c) (x : Space) :
    density x < c ↔ -Real.log (π * c) / 2 < ‖x‖ := by
  have hpc : 0 < π * c := mul_pos Real.pi_pos hc
  rw [density, div_lt_iff₀ Real.pi_pos, mul_comm c π, ← Real.lt_log_iff_exp_lt hpc]
  constructor <;> intro h <;> linarith
```

The proof follows the same lines. It multiplies by π, uses `Real.lt_log_iff_exp_lt` to pass to the logarithm, which is where `hc` enters through `0 < π * c`, and leaves the linear rearrangement to `linarith`.

For negative c the region ρ < c is empty and its charge is zero. The ordinary real logarithm of πc is then undefined; Lean's `Real.log` returns ln|πc|, and the closed formula would give a negative charge.

## The cutoff is below the density at the nucleus: c < 1/π

The density is largest at the nucleus, where it equals 1/π. A cutoff below this value gives an isosurface that is a sphere of positive radius. In the derivation, c < 1/π means πc < 1, hence L < 0, so R = −L/2 is positive and the charge formula for a sphere applies. With −2R = L, 2R = −L and 2R² = L²/2,

Q(c) = exp(L)(1 − L + L²/2) = πc(1 − L + L²/2).

```lean
/-- For a cutoff `0 < c < 1/π`, the charge outside the isosurface of value `c` is
`πc(1 - L + L²/2)` with `L = ln(πc)`. -/
theorem outerCharge_eq {c : ℝ} (hc : 0 < c) (hc' : c < 1 / π) :
    outerCharge c = π * c * (1 - Real.log (π * c) + Real.log (π * c) ^ 2 / 2) := by
  have hpc : 0 < π * c := mul_pos Real.pi_pos hc
  have hlt : π * c < 1 := by
    rw [lt_div_iff₀ Real.pi_pos] at hc'
    linarith
  have hlog : Real.log (π * c) < 0 := Real.log_neg hpc hlt
  have hset : {x : Space | density x < c} = {x : Space | -Real.log (π * c) / 2 < ‖x‖} :=
    Set.ext fun x => density_lt_iff hc x
  rw [outerCharge, hset, charge_outside_sphere (by linarith),
    show -2 * (-Real.log (π * c) / 2) = Real.log (π * c) by ring, Real.exp_log hpc]
  ring
```

`outerCharge_eq` has exactly the two hypotheses `0 < c` and `c < 1 / π`. The second becomes `hlt` and then `hlog`, the negativity of the logarithm, from which `linarith` supplies the condition on the radius required by `charge_outside_sphere`. The equality `hset` replaces the low-density region by the exterior of the sphere, and `Real.exp_log` turns exp(L) back into πc.

For c > 1/π the density is below the cutoff everywhere. The charge is then 1, while the formula gives more than 1; at c = e/π, for instance, L = 1 and it gives e/2. At c = 1/π itself both sides equal 1, so this failure concerns only cutoffs above the density at the nucleus.

## The cutoff decreases to zero through positive values

Lowering c moves the isosurface outwards, and the limit describes an atom whose boundary recedes to infinity. Put t = −L = −ln(πc), so that c = exp(−t)/π and t is twice the radius of the isosurface. As c decreases to zero, t grows without bound.

```lean
/-- As the cutoff `c` decreases to zero, `-ln(πc)` grows without bound. -/
theorem neg_log_tendsto :
    Tendsto (fun c : ℝ => -Real.log (π * c)) (𝓝[>] 0) atTop := by
  refine tendsto_atTop.2 fun M => ?_
  have hM : 0 < Real.exp (-M) / π := by positivity
  filter_upwards [Ioo_mem_nhdsGT hM] with c hc
  have h := (lt_div_iff₀ Real.pi_pos).1 hc.2
  have h' := (Real.log_lt_iff_lt_exp (mul_pos Real.pi_pos hc.1)).2
    (show π * c < Real.exp (-M) by linarith)
  linarith
```

The notation `𝓝[>] 0` means that c approaches zero from above. For any bound M, every positive c below exp(−M)/π has −ln(πc) > M, which is what the proof verifies.

In terms of t the outer charge is

Q(c) = exp(−t)(1 + t + t²/2),

and this tends to zero because the exponential outweighs the polynomial. `outerCharge_tendsto_zero` composes `tail_tendsto_zero` with the limit of t. The limit statements need no separate upper bound on c, since a cutoff approaching zero is eventually below 1/π.

```lean
/-- The charge outside the isosurface tends to zero as the cutoff decreases to zero. -/
theorem outerCharge_tendsto_zero : Tendsto outerCharge (𝓝[>] 0) (𝓝 0) := by
  refine (tail_tendsto_zero.comp neg_log_tendsto).congr' ?_
  filter_upwards [Ioo_mem_nhdsGT (one_div_pos.2 Real.pi_pos)] with c hc
  rw [outerCharge_eq hc.1 hc.2, Function.comp_apply, neg_neg,
    Real.exp_log (mul_pos Real.pi_pos hc.1)]
  ring
```

Dividing by c removes the exponential:

Q(c)/c = π(1 + t + t²/2).

For t ≥ 0 the right-hand side is at least t, so it tends to infinity. The proof uses this comparison: `hb` says that the bracket is at least t, `hpi` that π is at least 1, and `tendsto_atTop_mono'` passes the divergence from t to the ratio.

```lean
/-- The ratio of the charge outside the isosurface to the cutoff tends to infinity as the
cutoff decreases to zero. -/
theorem outerCharge_div_tendsto_atTop :
    Tendsto (fun c => outerCharge c / c) (𝓝[>] 0) atTop := by
  refine tendsto_atTop_mono' _ ?_ neg_log_tendsto
  filter_upwards [Ioo_mem_nhdsGT (one_div_pos.2 Real.pi_pos),
    neg_log_tendsto.eventually_ge_atTop 0] with c hc ht
  rw [outerCharge_eq hc.1 hc.2, le_div_iff₀ hc.1]
  -- the bracket exceeds `-ln(πc)`, and `π` exceeds one
  have hpi : 1 ≤ π := by linarith [Real.pi_gt_three]
  have hb : -Real.log (π * c) ≤ 1 - Real.log (π * c) + Real.log (π * c) ^ 2 / 2 := by
    nlinarith [sq_nonneg (Real.log (π * c))]
  have hm := mul_le_mul hpi hb ht (by linarith)
  have := mul_le_mul_of_nonneg_right hm hc.1.le
  linarith
```

This is the precise sense in which the charge converges more slowly than the cutoff. The exact rate follows on dividing by t² = L² as well:

Q(c)/(cL²) = π(1/t² + 1/t + 1/2), which tends to π/2.

In `outerCharge_rate`, `hu` is the limit 1/t → 0, and `h` assembles the right-hand side from it. The remaining steps show that this expression equals the quotient once c is below 1/π and t is positive.

```lean
/-- The charge outside the isosurface, divided by `c ln²(πc)`, tends to `π/2` as the cutoff
`c` decreases to zero. -/
theorem outerCharge_rate :
    Tendsto (fun c => outerCharge c / (c * Real.log (π * c) ^ 2)) (𝓝[>] 0) (𝓝 (π / 2)) := by
  have hu : Tendsto (fun c : ℝ => (-Real.log (π * c))⁻¹) (𝓝[>] 0) (𝓝 0) :=
    tendsto_inv_atTop_zero.comp neg_log_tendsto
  have h := (((hu.pow 2).add hu).add_const (1 / 2)).const_mul π
  rw [show π * ((0 : ℝ) ^ 2 + 0 + 1 / 2) = π / 2 by ring] at h
  refine h.congr' ?_
  filter_upwards [Ioo_mem_nhdsGT (one_div_pos.2 Real.pi_pos),
    neg_log_tendsto.eventually_gt_atTop 0] with c hc ht
  have hc0 : c ≠ 0 := hc.1.ne'
  have hL : Real.log (π * c) ≠ 0 := by
    intro h0
    rw [h0, neg_zero] at ht
    exact lt_irrefl _ ht
  rw [outerCharge_eq hc.1 hc.2, eq_div_iff (mul_ne_zero hc0 (pow_ne_zero 2 hL)), inv_neg]
  generalize Real.log (π * c) = L at hL
  have hi : L⁻¹ * L = 1 := inv_mul_cancel₀ hL
  linear_combination (π * c * (L⁻¹ * L + 1 - L)) * hi

end

end HydrogenIsosurfaceCharge
```

```lean
#print axioms HydrogenIsosurfaceCharge.charge_outside_sphere
-- 'HydrogenIsosurfaceCharge.charge_outside_sphere' depends on axioms: [propext, Classical.choice, Quot.sound]
#print axioms HydrogenIsosurfaceCharge.outerCharge_tendsto_zero
-- 'HydrogenIsosurfaceCharge.outerCharge_tendsto_zero' depends on axioms: [propext, Classical.choice, Quot.sound]
#print axioms HydrogenIsosurfaceCharge.outerCharge_div_tendsto_atTop
-- 'HydrogenIsosurfaceCharge.outerCharge_div_tendsto_atTop' depends on axioms: [propext, Classical.choice, Quot.sound]
#print axioms HydrogenIsosurfaceCharge.outerCharge_rate
-- 'HydrogenIsosurfaceCharge.outerCharge_rate' depends on axioms: [propext, Classical.choice, Quot.sound]
```

The direction of approach matters for the last two limits. For negative c the outer charge is zero, so Q(c)/c is zero on that side instead of growing without bound. The quotient with ln²(πc) is undefined there in ordinary analysis; with Lean's `Real.log` it is zero for negative c near zero instead of approaching π/2.

## Choosing a cutoff for a hydrogen atom

A simple way to estimate the volume inside the isosurface is to evaluate the density at every point of a grid, keep the points with ρ ≥ c, and add up their volume elements. Summing the density times the volume element over the same points gives the enclosed charge, which is 1 − Q(c) for a converged grid and the exact hydrogen density.

With c = 0.001 the isosurface has radius 2.88 bohr and encloses a volume of about 100 cubic bohr. Here L = −5.763, the bracket 1 − L + L²/2 is 23.37, and Q(c) = 0.0734, so the kept points hold about 0.927 electrons. With c = 0.0001 the radius is 4.03 bohr and Q(c) = 0.0131.

The formula can also be read in the other direction. If no more than 0.001 of the electron may lie outside, solving

exp(−t)(1 + t + t²/2) = 0.001

numerically gives t ≈ 11.23. The isosurface then has a radius of about 5.6 bohr, and the cutoff is c ≈ 4.2 × 10⁻⁶ electrons per cubic bohr, which in these units is a number more than two hundred times smaller than 0.001.
